# The virtual crystal misses $x(1-x)(e_A-e_B)^2$ in the mean of $(H^2)_{ii}$ for independent site energies and fixed hopping

Q: Before any theorem, you must decide what "random alloy" means. What did you choose?

A: A configuration $s$ assigns A or B to each of finitely many sites, and its weight is a product of one factor per site: $x$ for A, $1-x$ for B. Physically, this is a fully disordered alloy without short-range order. An average is then a finite weighted sum, and no measure theory is needed.

```lean
import Mathlib

open Matrix

namespace AlloySpectralMoments

noncomputable section

variable {n : Type*} [Fintype n] [DecidableEq n]

/-- Probability weight of an alloy configuration: each site is independently
of type A (`true`) with weight `x` and of type B (`false`) with weight `1 - x`. -/
def weight (x : ℝ) (s : n → Bool) : ℝ := ∏ i, if s i then x else 1 - x

/-- Configuration average of a quantity `F` that depends on the occupation of all sites. -/
def mean (x : ℝ) (F : (n → Bool) → ℝ) : ℝ := ∑ s, weight x s * F s
```

Q: And the Hamiltonian?

A: It is $H = T + D$, where $T$ is the hopping matrix and $D$ is diagonal with entries $d_i$, equal to $e_A$ or $e_B$ according to the atom on site $i$. The virtual crystal $H_{\rm vc}$ keeps $T$ and puts the mean level $\bar e = x e_A + (1-x)e_B$ on every site. In the code, `true` means A, and `level` selects the energy.

```lean
/-- Site energy of an A atom (`true`) or a B atom (`false`). -/
def level (eA eB : ℝ) (b : Bool) : ℝ := cond b eA eB

/-- Alloy Hamiltonian: hopping `T` plus the site energies of the configuration `s`. -/
def hamiltonian (T : Matrix n n ℝ) (eA eB : ℝ) (s : n → Bool) : Matrix n n ℝ :=
  T + diagonal fun i => level eA eB (s i)

/-- Virtual-crystal Hamiltonian: the same hopping, with the mean site energy on every site. -/
def virtualCrystal (T : Matrix n n ℝ) (eA eB x : ℝ) : Matrix n n ℝ :=
  T + diagonal fun _ => x * eA + (1 - x) * eB
```

Q: The same $T$ for every configuration is a strong assumption.

A: It is. Hopping that depends on the species is excluded, as are complex hopping and interactions. On the other hand, `x` may be any real number, since the identities are algebraic; the weights are probabilities only for $0\le x\le 1$.

Q: Show me the second moment by hand.

A: Write $\langle\cdot\rangle$ for the configuration average. Multiplying out gives
$$(H^2)_{ij} = (T^2)_{ij} + T_{ij}(d_i+d_j) + \delta_{ij}d_i^2 .$$
The first term is fixed, and the second is linear in the levels, so it averages to its virtual-crystal value. Only the last term differs:
$$\langle d_i^2\rangle-\bar e^2 = x e_A^2+(1-x)e_B^2-\bar e^2 = x(1-x)(e_A-e_B)^2 .$$

Q: You averaged $d_i$ as if the other sites were absent. Where is that justified?

A: In `mean_site`. The sum over configurations of a product over sites becomes a product over sites of two-term sums; `Finset.prod_univ_sum` does this. Every site other than $i$ contributes $x+(1-x)=1$, and site $i$ contributes the two-point average.

```lean
/-- The average of a quantity that depends on one site only is its two-point average
over the species A and B. -/
theorem mean_site (x : ℝ) (i : n) (f : Bool → ℝ) :
    mean x (fun s => f (s i)) = x * f true + (1 - x) * f false := by
  calc mean x (fun s => f (s i))
      = ∑ s : n → Bool, ∏ j, ((if s j then x else 1 - x) *
          (if j = i then f (s j) else 1)) := by
        simp only [mean, weight]
        refine Finset.sum_congr rfl fun s _ => ?_
        rw [Finset.prod_mul_distrib, Finset.prod_ite_eq', if_pos (Finset.mem_univ i)]
    -- the sum over configurations factorises over the sites
    _ = ∏ j : n, ∑ b : Bool, ((if b then x else 1 - x) * (if j = i then f b else 1)) := by
        rw [Finset.prod_univ_sum, Fintype.piFinset_univ]
    _ = ∏ j : n, (if j = i then x * f true + (1 - x) * f false else 1) := by
        refine Finset.prod_congr rfl fun j _ => ?_
        by_cases h : j = i <;> simp [h]
    _ = x * f true + (1 - x) * f false := by simp
```

The next lemmas say that the average preserves constants and is linear, and that the mean level is $\bar e$.

```lean
private theorem mean_const (x : ℝ) (i : n) (c : ℝ) :
    mean x (fun _ : n → Bool => c) = c := by
  have h := mean_site x i (fun _ => c)
  linarith

private theorem mean_add (x : ℝ) (F G : (n → Bool) → ℝ) :
    mean x (fun s => F s + G s) = mean x F + mean x G := by
  simp only [mean, mul_add, Finset.sum_add_distrib]

private theorem mean_const_mul (x c : ℝ) (F : (n → Bool) → ℝ) :
    mean x (fun s => c * F s) = c * mean x F := by
  simp only [mean, Finset.mul_sum]
  exact Finset.sum_congr rfl fun s _ => by ring

private theorem mean_sum (x : ℝ) (F : n → (n → Bool) → ℝ) :
    mean x (fun s => ∑ j, F j s) = ∑ j, mean x (F j) := by
  simp only [mean, Finset.mul_sum]
  exact Finset.sum_comm

private theorem mean_level (x eA eB : ℝ) (i : n) :
    mean x (fun s => level eA eB (s i)) = x * eA + (1 - x) * eB :=
  mean_site x i (level eA eB)
```

Q: Then the matrix expansion must be checked too.

A: `sq_entry` is the formula above, with the cases $i=j$ and $i\neq j$ treated separately. `cube_entry` does the same for a diagonal entry of the cube when $T_{ii}=0$:
$$(H^3)_{ii}=(T^3)_{ii}+2(T^2)_{ii}d_i+\sum_j T_{ij}T_{ji}d_j+d_i^3 .$$
The terms with two factors of $D$ and one of $T$ are all proportional to $T_{ii}$ and vanish. `noncomm_ring` expands the cube while respecting the order of the factors.

```lean
private theorem sq_entry (T : Matrix n n ℝ) (d : n → ℝ) (i j : n) :
    ((T + diagonal d) ^ 2) i j =
      (T * T) i j + T i j * (d i + d j) + if i = j then d i ^ 2 else 0 := by
  rw [pow_two, add_mul, mul_add, mul_add]
  simp only [Matrix.add_apply, Matrix.mul_diagonal, Matrix.diagonal_mul, Matrix.diagonal_apply]
  split_ifs with h
  · subst h
    ring
  · ring

private theorem cube_entry (T : Matrix n n ℝ) (d : n → ℝ) (i : n) (h0 : T i i = 0) :
    ((T + diagonal d) ^ 3) i i =
      (T * T * T) i i + 2 * (T * T) i i * d i + ∑ j, T i j * T j i * d j + d i ^ 3 := by
  have h : (T * diagonal d * T) i i = ∑ j, T i j * T j i * d j := by
    rw [Matrix.mul_apply]
    refine Finset.sum_congr rfl fun j _ => ?_
    rw [Matrix.mul_diagonal]
    ring
  have e : (T + diagonal d) ^ 3 = T * T * T + T * T * diagonal d + diagonal d * (T * T)
      + T * diagonal d * T + T * diagonal d * diagonal d + diagonal d * T * diagonal d
      + diagonal d * (diagonal d * T) + diagonal d * diagonal d * diagonal d := by
    noncomm_ring
  rw [e]
  simp only [Matrix.add_apply, h, Matrix.mul_diagonal, Matrix.diagonal_mul,
    Matrix.diagonal_apply_eq, h0]
  ring
```

Q: Which statements carry the claim?

A: The first says $\langle H_{ij}\rangle=(H_{\rm vc})_{ij}$ for every entry. The second gives the squared matrix, with the extra term on the diagonal only. Neither needs $T$ to be symmetric or to have a zero diagonal. Both proofs expand the entries and average term by term; in the second, `ring` does the remaining algebra.

```lean
/-- The virtual crystal reproduces the configuration average of every entry
of the alloy Hamiltonian. -/
theorem mean_hamiltonian (T : Matrix n n ℝ) (eA eB x : ℝ) (i j : n) :
    mean x (fun s => hamiltonian T eA eB s i j) = virtualCrystal T eA eB x i j := by
  simp only [hamiltonian, virtualCrystal, Matrix.add_apply, Matrix.diagonal_apply]
  by_cases h : i = j
  · simp only [h, if_true, mean_add, mean_const x j, mean_level]
  · simp only [h, if_false, mean_const x j]

/-- The average of the squared alloy Hamiltonian is the squared virtual-crystal Hamiltonian
plus `x (1 - x) (eA - eB)²` on the diagonal, for any hopping matrix. -/
theorem mean_hamiltonian_sq (T : Matrix n n ℝ) (eA eB x : ℝ) (i j : n) :
    mean x (fun s => (hamiltonian T eA eB s ^ 2) i j) =
      (virtualCrystal T eA eB x ^ 2) i j +
        if i = j then x * (1 - x) * (eA - eB) ^ 2 else 0 := by
  have h2 : mean x (fun s => level eA eB (s i) ^ 2) = x * eA ^ 2 + (1 - x) * eB ^ 2 :=
    mean_site x i (fun b => level eA eB b ^ 2)
  simp only [hamiltonian, virtualCrystal, sq_entry]
  -- only the squared site energy can average to something other than its virtual-crystal value
  split_ifs with h
  · simp only [mean_add, mean_const_mul, mean_const x i, mean_level, h2]
    ring
  · simp only [mean_add, mean_const_mul, mean_const x i, mean_level]
    ring
```

Q: Can the error in the mean of $(H^2)_{ii}$ disappear within this model?

A: Only if the product $x(1-x)(e_A-e_B)^2$ vanishes, which means a pure crystal or equal levels. The proof splits the product into its factors.

```lean
/-- The virtual crystal gives the correct mean of `(H²)ᵢᵢ` exactly when the alloy is pure
or the two species have equal site energies. -/
theorem virtualCrystal_sq_exact_iff (T : Matrix n n ℝ) (eA eB x : ℝ) (i : n) :
    mean x (fun s => (hamiltonian T eA eB s ^ 2) i i) = (virtualCrystal T eA eB x ^ 2) i i ↔
      x = 0 ∨ x = 1 ∨ eA = eB := by
  rw [mean_hamiltonian_sq, if_pos rfl]
  constructor
  · intro h
    have h' : x * (1 - x) * (eA - eB) ^ 2 = 0 := by linarith
    rcases mul_eq_zero.mp h' with h1 | h1
    · rcases mul_eq_zero.mp h1 with h3 | h3
      · exact Or.inl h3
      · exact Or.inr (Or.inl (by linarith))
    · exact Or.inr (Or.inr (sub_eq_zero.mp (pow_eq_zero_iff two_ne_zero |>.mp h1)))
  · rintro (h | h | h) <;> simp [h]
```

Q: What does this mean for a spectrum?

A: Take $T$ symmetric, $0\le x\le 1$, and one orbital per site, with the orbitals orthonormal. Then $\langle (H^2)_{ii}\rangle-\langle H_{ii}\rangle^2$ is the variance in energy of the averaged local density of states at site $i$. If $T_{ii}=0$, it is $\sum_j T_{ij}^2 + x(1-x)(e_A-e_B)^2$. In this finite, non-interacting model with disorder only in the site energies, the virtual crystal therefore gives too small a variance whenever $0<x<1$ and the levels differ. Symmetry enters by turning $T_{ij}T_{ji}$ into $T_{ij}^2$.

```lean
/-- For symmetric hopping without on-site term, the mean of `(H²)ᵢᵢ` minus the square of the
mean of `Hᵢᵢ` is the sum of squared hoppings from site `i` plus `x (1 - x) (eA - eB)²`. -/
theorem local_spectral_variance (T : Matrix n n ℝ) (hT : T.IsSymm) (eA eB x : ℝ) (i : n)
    (h0 : T i i = 0) :
    mean x (fun s => (hamiltonian T eA eB s ^ 2) i i) -
        mean x (fun s => hamiltonian T eA eB s i i) ^ 2 =
      ∑ j, T i j ^ 2 + x * (1 - x) * (eA - eB) ^ 2 := by
  have hTT : (T * T) i i = ∑ j, T i j ^ 2 := by
    rw [Matrix.mul_apply]
    refine Finset.sum_congr rfl fun j _ => ?_
    rw [hT.apply i j, sq]
  rw [mean_hamiltonian_sq, mean_hamiltonian, if_pos rfl, virtualCrystal, sq_entry,
    if_pos rfl, hTT, Matrix.add_apply, Matrix.diagonal_apply_eq, h0]
  ring
```

Q: Does the third moment bring the hopping into the error?

A: Not when $T_{ii}=0$. In the cube formula, every term containing $T$ is at most linear in the levels, so only $d_i^3$ matters. With $\delta=e_A-e_B$, the deviation $d_i-\bar e$ is $(1-x)\delta$ for A and $-x\delta$ for B. Its mean is zero, its mean square is $x(1-x)\delta^2$ and its mean cube is $x(1-x)(1-2x)\delta^3$. Hence
$$\langle d_i^3\rangle-\bar e^3=x(1-x)\delta^2\left[3\bar e+(1-2x)\delta\right].$$
Lean averages $d_i^3$ directly with `mean_site`, and `ring` confirms the same polynomial.

```lean
/-- Without on-site hopping, the mean of `(H³)ᵢᵢ` differs from its virtual-crystal value by
an amount fixed by the composition and the two site energies alone. -/
theorem mean_hamiltonian_cube (T : Matrix n n ℝ) (eA eB x : ℝ) (i : n) (h0 : T i i = 0) :
    mean x (fun s => (hamiltonian T eA eB s ^ 3) i i) =
      (virtualCrystal T eA eB x ^ 3) i i + x * (1 - x) * (eA - eB) ^ 2 *
        (3 * (x * eA + (1 - x) * eB) + (1 - 2 * x) * (eA - eB)) := by
  have h3 : mean x (fun s => level eA eB (s i) ^ 3) = x * eA ^ 3 + (1 - x) * eB ^ 3 :=
    mean_site x i (fun b => level eA eB b ^ 3)
  simp only [hamiltonian, virtualCrystal, cube_entry T _ i h0]
  -- terms linear in the site energies average to their virtual-crystal values
  simp only [mean_add, mean_sum, mean_const_mul, mean_const x i, mean_level, h3]
  ring

end

end AlloySpectralMoments
```

```lean
#print axioms AlloySpectralMoments.virtualCrystal_sq_exact_iff
#print axioms AlloySpectralMoments.local_spectral_variance
#print axioms AlloySpectralMoments.mean_hamiltonian_cube
```

```
'AlloySpectralMoments.virtualCrystal_sq_exact_iff' depends on axioms: [propext, Classical.choice, Quot.sound]
'AlloySpectralMoments.local_spectral_variance' depends on axioms: [propext, Classical.choice, Quot.sound]
'AlloySpectralMoments.mean_hamiltonian_cube' depends on axioms: [propext, Classical.choice, Quot.sound]
```

Q: So do we now have the alloy's density of states?

A: No. These are its low moments at one site, and in general they don't determine its shape.
